# One Bell-basis measurement gives XX, YY and ZZ, while no product of single-qubit rotations diagonalises any two of them

The two-qubit operators \(X\otimes X\), \(Y\otimes Y\) and \(Z\otimes Z\) commute pairwise, although no two of the Pauli matrices \(X, Y, Z\) commute. The circuit \(U=(H\otimes I)\,\mathrm{CNOT}\), in which CNOT acts first and the Hadamard gate \(H\) second, satisfies

\[
U(X\otimes X)U^\dagger = Z\otimes I,\qquad
U(Y\otimes Y)U^\dagger = -Z\otimes Z,\qquad
U(Z\otimes Z)U^\dagger = I\otimes Z .
\]

Reading both qubits after \(U\) therefore gives all three expectation values from one set of outcome statistics. Qubit Hamiltonians for electronic structure are linear combinations of Pauli strings with real coefficients, and grouping commuting strings can reduce the number of measurement settings; the case treated here has two qubits and ideal, noiseless gates.

In Lean 4 with Mathlib:

```lean
import Mathlib

open Matrix
open scoped Kronecker

namespace BellMeasurementGrouping

noncomputable section
```

## Operators, gates and Bell states

A one-qubit operator is a complex \(2\times2\) matrix. A two-qubit operator has rows and columns labelled by pairs of bits, so the Kronecker product `⊗ₖ` needs no renumbering of the basis: the first bit belongs to the first qubit.

```lean
/-- Operators on one qubit. -/
abbrev Op := Matrix (Fin 2) (Fin 2) ℂ

/-- Operators on two qubits, indexed by pairs of bits. -/
abbrev Op2 := Matrix (Fin 2 × Fin 2) (Fin 2 × Fin 2) ℂ
```

The Pauli matrices are written in the eigenbasis of \(Z\), with \(Z|0\rangle=|0\rangle\) and \(Z|1\rangle=-|1\rangle\).

```lean
/-- The Pauli matrix X. -/
def X : Op := !![0, 1; 1, 0]

/-- The Pauli matrix Y. -/
def Y : Op := !![0, -Complex.I; Complex.I, 0]

/-- The Pauli matrix Z. -/
def Z : Op := !![1, 0; 0, -1]
```

With \(r=1/\sqrt2\), the gates are

\[
H=\begin{pmatrix} r&r\\ r&-r\end{pmatrix},\qquad
\mathrm{CNOT}=|0\rangle\langle0|\otimes I+|1\rangle\langle1|\otimes X .
\]

The first qubit is the control. In the product that defines `bellCircuit`, the rightmost factor acts first.

```lean
/-- The amplitude 1/√2. -/
def r : ℂ := (((√2)⁻¹ : ℝ) : ℂ)

/-- The Hadamard gate. -/
def had : Op := !![r, r; r, -r]

/-- The CNOT gate, controlled on the first qubit. -/
def cnot : Op2 := !![1, 0; 0, 0] ⊗ₖ (1 : Op) + !![0, 0; 0, 1] ⊗ₖ X

/-- The circuit U: first CNOT, then a Hadamard gate on the first qubit. -/
def bellCircuit : Op2 := (had ⊗ₖ (1 : Op)) * cnot
```

A bit \(i\) is read as the sign \(s(i)=(-1)^i\), which is the corresponding eigenvalue of \(Z\). The four Bell states are

\[
|\beta_{ij}\rangle=\frac{|0,j\rangle+(-1)^i|1,j+1\rangle}{\sqrt2},
\]

with \(j+1\) taken modulo 2. In components, the amplitude at \(k=(k_1,k_2)\) is \(r\,s(i)^{k_1}\) if \(k_2=j+k_1\), and zero otherwise. Addition in `Fin 2` supplies the reduction modulo 2.

```lean
/-- The sign read off a bit: +1 for 0 and -1 for 1. -/
def sgn : Fin 2 → ℂ := ![1, -1]

/-- The Bell state (|0, j⟩ + (-1)^i |1, j + 1⟩)/√2, with j + 1 taken modulo 2. -/
def bellState (i j : Fin 2) : Fin 2 × Fin 2 → ℂ :=
  fun k => if k.2 = j + k.1 then r * sgn i ^ (k.1 : ℕ) else 0
```

## Two minus signs cancel

On one qubit, \(XY=iZ\) but \(YX=-iZ\), and likewise \(YZ=iX=-ZY\) and \(XZ=-iY=-ZX\). Each product is nonzero, so no pair commutes. To establish this, it is enough to find one matrix entry at which the two orders differ, and the proof evaluates such an entry for each pair.

```lean
/-- No two of the Pauli matrices X, Y, Z commute. -/
theorem paulis_not_commute : X * Y ≠ Y * X ∧ Y * Z ≠ Z * Y ∧ X * Z ≠ Z * X := by
  refine ⟨fun h => ?_, fun h => ?_, fun h => ?_⟩
  · have h' := congrFun (congrFun h 0) 0
    norm_num [X, Y, Matrix.mul_apply, Fin.sum_univ_two, Complex.ext_iff] at h'
  · have h' := congrFun (congrFun h 0) 1
    norm_num [Y, Z, Matrix.mul_apply, Fin.sum_univ_two, Complex.ext_iff] at h'
  · have h' := congrFun (congrFun h 0) 1
    norm_num [X, Z, Matrix.mul_apply, Fin.sum_univ_two, Complex.ext_iff] at h'
```

On two qubits, the anticommutation sign appears once per qubit:

\[
(X\otimes X)(Y\otimes Y)=XY\otimes XY=(-YX)\otimes(-YX)=(Y\otimes Y)(X\otimes X).
\]

The other two pairs work in the same way. The formal proof compares all sixteen entries instead: `fin_cases` runs through the bits and `simp` evaluates the sums.

```lean
/-- The two-qubit operators XX, YY and ZZ commute pairwise. -/
theorem pairs_commute :
    (X ⊗ₖ X) * (Y ⊗ₖ Y) = (Y ⊗ₖ Y) * (X ⊗ₖ X) ∧
    (Y ⊗ₖ Y) * (Z ⊗ₖ Z) = (Z ⊗ₖ Z) * (Y ⊗ₖ Y) ∧
    (X ⊗ₖ X) * (Z ⊗ₖ Z) = (Z ⊗ₖ Z) * (X ⊗ₖ X) := by
  refine ⟨?_, ?_, ?_⟩ <;> ext ⟨i, j⟩ ⟨k, l⟩ <;>
    fin_cases i <;> fin_cases j <;> fin_cases k <;> fin_cases l <;>
    simp [X, Y, Z, Matrix.mul_apply, Fintype.sum_prod_type, Fin.sum_univ_two]
```

Two Pauli strings commute qubit-wise when their factors commute on every qubit. The two theorems together show that commuting as operators does not imply this.

## The circuit is unitary and its adjoint prepares Bell states

Both gates are Hermitian, so taking the adjoint only reverses their order: \(U^\dagger=\mathrm{CNOT}\,(H\otimes I)\).

```lean
/-- The adjoint circuit applies the Hadamard gate first and CNOT second. -/
theorem bellCircuit_adjoint : bellCircuitᴴ = cnot * (had ⊗ₖ (1 : Op)) := by
  have hr : (starRingEnd ℂ) r = r := Complex.conj_ofReal _
  have hh : hadᴴ = had := by
    ext i j
    fin_cases i <;> fin_cases j <;> simp [had, hr]
  have hc : cnotᴴ = cnot := by
    ext ⟨i, j⟩ ⟨k, l⟩
    fin_cases i <;> fin_cases j <;> fin_cases k <;> fin_cases l <;>
      simp [cnot, X, Matrix.conjTranspose_apply]
  rw [bellCircuit, conjTranspose_mul, conjTranspose_kronecker, hh, hc, conjTranspose_one]
```

Both gates also square to the identity. For \(H\) this uses \(r^2=1/2\); for CNOT it follows from \(X^2=I\). Hence

\[
UU^\dagger=(H\otimes I)\,\mathrm{CNOT}\,\mathrm{CNOT}\,(H\otimes I)=H^2\otimes I=I .
\]

The facts `hh` and `hc` are the two squares, and the final rewriting cancels the inner pair and then the outer one.

```lean
/-- The circuit U is unitary. -/
theorem bellCircuit_unitary : bellCircuit * bellCircuitᴴ = 1 := by
  have hr : r * r = 1 / 2 := by
    unfold r
    rw [← Complex.ofReal_mul, ← mul_inv, Real.mul_self_sqrt (by norm_num)]
    norm_num
  have hh : had * had = 1 := by
    ext i j
    fin_cases i <;> fin_cases j <;>
      simp [had, Matrix.mul_apply, Fin.sum_univ_two] <;> linear_combination 2 * hr
  have hc : cnot * cnot = 1 := by
    ext ⟨i, j⟩ ⟨k, l⟩
    fin_cases i <;> fin_cases j <;> fin_cases k <;> fin_cases l <;>
      simp [cnot, X, Matrix.mul_apply, Fintype.sum_prod_type, Fin.sum_univ_two,
        Matrix.one_apply]
  rw [bellCircuit_adjoint, bellCircuit, mul_assoc, ← mul_assoc cnot, hc, one_mul,
    ← mul_kronecker_mul, hh, one_mul, one_kronecker_one]
```

Applied to a basis state, the adjoint circuit gives

\[
U^\dagger|i,j\rangle=\mathrm{CNOT}\,\frac{|0\rangle+(-1)^i|1\rangle}{\sqrt2}\otimes|j\rangle=|\beta_{ij}\rangle .
\]

The amplitude of \(U\psi\) at \((i,j)\) is thus \(\langle\beta_{ij}|\psi\rangle\), and reading \((i,j)\) after \(U\) is a measurement in the Bell basis. The theorem states this for column \((i,j)\) of \(U^\dagger\), component by component.

```lean
/-- The columns of U† are the four Bell states. -/
theorem bellCircuit_columns (i j : Fin 2) (k : Fin 2 × Fin 2) :
    bellCircuitᴴ k (i, j) = bellState i j k := by
  rw [bellCircuit_adjoint]
  obtain ⟨k, l⟩ := k
  fin_cases i <;> fin_cases j <;> fin_cases k <;> fin_cases l <;>
    simp [cnot, had, X, bellState, sgn, Matrix.mul_apply, Fintype.sum_prod_type,
      Fin.sum_univ_two, Matrix.one_apply]
```

## Moving the Pauli pairs through the gates

Suppose that \(\mathrm{CNOT}\,A=(P\otimes Q)\,\mathrm{CNOT}\) and \(HP=P'H\). Then

\[
UA=(H\otimes I)(P\otimes Q)\,\mathrm{CNOT}=(P'\otimes Q)(H\otimes I)\,\mathrm{CNOT}=(P'\otimes Q)U,
\]

and multiplying by \(U^\dagger\) on the right gives \(UAU^\dagger=P'\otimes Q\).

```lean
/-- If CNOT turns A into P ⊗ Q and the Hadamard gate turns P into P', then U turns A
into P' ⊗ Q. -/
theorem conj_step {A : Op2} {P P' Q : Op} (hC : cnot * A = (P ⊗ₖ Q) * cnot)
    (hP : had * P = P' * had) : bellCircuit * A * bellCircuitᴴ = P' ⊗ₖ Q := by
  have h : bellCircuit * A = (P' ⊗ₖ Q) * bellCircuit := by
    unfold bellCircuit
    rw [mul_assoc, hC, ← mul_assoc, ← mul_assoc, ← mul_kronecker_mul,
      ← mul_kronecker_mul, hP, one_mul, mul_one]
  rw [h, mul_assoc, bellCircuit_unitary, mul_one]
```

For \(X\otimes X\), the CNOT step reads

\[
\mathrm{CNOT}(X\otimes X)=|0\rangle\langle1|\otimes X+|1\rangle\langle0|\otimes I=(X\otimes I)\,\mathrm{CNOT}.
\]

For \(Y\otimes Y\), use \(-iY=-ZX\) and \(iXY=-Z\):

\[
\mathrm{CNOT}(Y\otimes Y)=-|0\rangle\langle1|\otimes ZX-|1\rangle\langle0|\otimes Z=-(X\otimes Z)\,\mathrm{CNOT}.
\]

For \(Z\otimes Z\), use \(XZ=-ZX\):

\[
\mathrm{CNOT}(Z\otimes Z)=|0\rangle\langle0|\otimes Z+|1\rangle\langle1|\otimes ZX=(I\otimes Z)\,\mathrm{CNOT}.
\]

The Hadamard gate then turns \(X\) into \(Z\), since \(HX=ZH\), and leaves \(I\) alone. In the code, `hX` is this Hadamard relation, `hn` moves the minus sign out of the Kronecker product, and the three CNOT relations are checked entry by entry.

```lean
/-- Conjugation by U turns XX, YY and ZZ into ZI, -ZZ and IZ. -/
theorem bellCircuit_conjugates :
    bellCircuit * (X ⊗ₖ X) * bellCircuitᴴ = Z ⊗ₖ (1 : Op) ∧
    bellCircuit * (Y ⊗ₖ Y) * bellCircuitᴴ = -(Z ⊗ₖ Z) ∧
    bellCircuit * (Z ⊗ₖ Z) * bellCircuitᴴ = (1 : Op) ⊗ₖ Z := by
  have hX : had * X = Z * had := by
    ext i j
    fin_cases i <;> fin_cases j <;> simp [had, X, Z, Matrix.mul_apply, Fin.sum_univ_two]
  have hn : Z ⊗ₖ (-Z) = -(Z ⊗ₖ Z) := by
    ext ⟨i, j⟩ ⟨k, l⟩
    simp
  refine ⟨conj_step (P := X) ?_ hX, hn ▸ conj_step (P := X) ?_ hX,
    conj_step (P := 1) ?_ (by rw [mul_one, one_mul])⟩ <;>
    ext ⟨i, j⟩ ⟨k, l⟩ <;>
    fin_cases i <;> fin_cases j <;> fin_cases k <;> fin_cases l <;>
    simp [cnot, X, Y, Z, Matrix.mul_apply, Fintype.sum_prod_type, Fin.sum_univ_two,
      Matrix.one_apply]
```

## All three expectation values from one readout

Let \(O=a\,X\otimes X+b\,Y\otimes Y+c\,Z\otimes Z\). By the three conjugations, \(UOU^\dagger\) is a diagonal matrix \(D\) with entries

\[
d_k=a\,s(k_1)-b\,s(k_1)s(k_2)+c\,s(k_2).
\]

Since \(O=U^\dagger DU\), the circuit can be moved onto the state:

\[
\langle\psi|O|\psi\rangle=(U\psi)^\dagger D\,(U\psi)=\sum_k|(U\psi)_k|^2\,d_k .
\]

In the theorem, `star ψ ⬝ᵥ (… *ᵥ ψ)` is the left-hand side, and the sum runs over the four readouts. The vector need not be normalised. For a unit vector the weights \(|(U\psi)_k|^2\) are the Born probabilities; for any other nonzero vector, both sides must be divided by \(\langle\psi|\psi\rangle\) to give a physical mean. The coefficients may be complex, and real ones make \(O\) an observable. Setting one coefficient to 1 and the others to 0 isolates each expectation value, with the same weights every time.

The proof follows this order: `hD` is the diagonal form, `hback` undoes the conjugation, and the last lines write each squared modulus as the product of an amplitude with its conjugate and compare the two sums term by term.

```lean
/-- For every two-qubit vector ψ, normalised or not, ⟨ψ|(aXX + bYY + cZZ)|ψ⟩ is the sum over the
readouts (i, j) after U of the weight |(Uψ)(i, j)|² times a s(i) - b s(i) s(j) + c s(j), where s is
the sign of a bit. -/
theorem one_measurement_gives_all (a b c : ℂ) (ψ : Fin 2 × Fin 2 → ℂ) :
    star ψ ⬝ᵥ ((a • (X ⊗ₖ X) + b • (Y ⊗ₖ Y) + c • (Z ⊗ₖ Z)) *ᵥ ψ) =
      ∑ k : Fin 2 × Fin 2, (‖(bellCircuit *ᵥ ψ) k‖ : ℂ) ^ 2 *
        (a * sgn k.1 - b * (sgn k.1 * sgn k.2) + c * sgn k.2) := by
  obtain ⟨hx, hy, hz⟩ := bellCircuit_conjugates
  have hU : bellCircuitᴴ * bellCircuit = 1 := mul_eq_one_comm.mp bellCircuit_unitary
  set O : Op2 := a • (X ⊗ₖ X) + b • (Y ⊗ₖ Y) + c • (Z ⊗ₖ Z) with hO
  set d : Fin 2 × Fin 2 → ℂ :=
    fun k => a * sgn k.1 - b * (sgn k.1 * sgn k.2) + c * sgn k.2 with hd
  -- in the rotated frame the operator is diagonal
  have hD : bellCircuit * O * bellCircuitᴴ = diagonal d := by
    rw [hO]
    simp only [mul_add, add_mul, mul_smul_comm, smul_mul_assoc, hx, hy, hz]
    ext ⟨i, j⟩ ⟨k, l⟩
    fin_cases i <;> fin_cases j <;> fin_cases k <;> fin_cases l <;>
      simp [hd, Z, sgn] <;> ring
  have hback : O = bellCircuitᴴ * diagonal d * bellCircuit := by
    rw [← hD]
    calc O = (bellCircuitᴴ * bellCircuit) * O * (bellCircuitᴴ * bellCircuit) := by
          rw [hU, one_mul, mul_one]
      _ = _ := by simp only [mul_assoc]
  -- move U onto the state and expand over the readouts
  rw [hback, ← mulVec_mulVec, ← mulVec_mulVec, dotProduct_mulVec, ← star_mulVec]
  simp only [dotProduct, mulVec_diagonal, Pi.star_apply]
  refine Finset.sum_congr rfl fun k _ => ?_
  rw [← Complex.conj_mul', starRingEnd_apply]
  ring
```

The identity concerns exact probabilities. In an experiment they are estimated by repeating the same setting on fresh copies of the state, and the statistical error of that estimate is not treated.

## In a single setting, a product rotation cannot replace the entangling gate

Let \(A\) and \(B\) be one-qubit operators that do not commute, and let \(V\) and \(W\) be single-qubit unitaries, possibly different. Suppose that \(V\otimes W\) makes both \(A\otimes A\) and \(B\otimes B\) diagonal. For \(P=A\) or \(P=B\), the rotated operator is \(VPV^\dagger\otimes WPW^\dagger\), and its off-diagonal entries vanish:

\[
(VPV^\dagger)_{ij}\,(WPW^\dagger)_{kl}=0\qquad\text{for } i\neq j\text{ and all }k,l .
\]

Neither \(A\) nor \(B\) is zero, because zero commutes with everything. Hence \(WPW^\dagger\neq0\), some entry \((k,l)\) of it is nonzero, and \((VPV^\dagger)_{ij}=0\). So \(VAV^\dagger\) and \(VBV^\dagger\) are both diagonal, and they commute. Undoing \(V\) gives

\[
AB=V^\dagger(VAV^\dagger)(VBV^\dagger)V=V^\dagger(VBV^\dagger)(VAV^\dagger)V=BA,
\]

which is a contradiction.

In the code, `key` is the step from the Kronecker product to its first factor, `hc` says that the diagonal matrices commute, and `undo` supplies the first and the last equality of the last display. Unitarity enters as `Vᴴ * V = 1` and `Wᴴ * W = 1`. When \(A\) and \(B\) are two different matrices among \(X, Y, Z\), the hypothesis `hAB` follows from `paulis_not_commute`. The theorem covers one fixed product rotation followed by a readout in the computational basis. Each of the three operators can still be measured in a product setting of its own. As for the theorem's scope, it does not treat schemes in which the rotation of one qubit depends on the outcome at the other.

```lean
/-- If A and B do not commute, no product V ⊗ W of single-qubit unitaries makes both
A ⊗ A and B ⊗ B diagonal. -/
theorem no_local_rotation {A B V W : Op} (hAB : A * B ≠ B * A)
    (hV : Vᴴ * V = 1) (hW : Wᴴ * W = 1) :
    ¬ (((V ⊗ₖ W) * (A ⊗ₖ A) * (V ⊗ₖ W)ᴴ).IsDiag ∧
       ((V ⊗ₖ W) * (B ⊗ₖ B) * (V ⊗ₖ W)ᴴ).IsDiag) := by
  -- a nonzero second factor forces the first factor to be diagonal
  have key : ∀ P : Op, P ≠ 0 → ((V ⊗ₖ W) * (P ⊗ₖ P) * (V ⊗ₖ W)ᴴ).IsDiag →
      (V * P * Vᴴ).IsDiag := by
    intro P hP h i j hij
    rw [conjTranspose_kronecker, ← mul_kronecker_mul, ← mul_kronecker_mul] at h
    by_contra hne
    apply hP
    have h0 : W * P * Wᴴ = 0 := by
      ext k l
      have h1 : (V * P * Vᴴ) i j * (W * P * Wᴴ) k l = 0 :=
        h (i := (i, k)) (j := (j, l)) (fun e => hij (congrArg Prod.fst e))
      exact (mul_eq_zero.mp h1).resolve_left hne
    calc P = (Wᴴ * W) * P * (Wᴴ * W) := by rw [hW, one_mul, mul_one]
      _ = Wᴴ * (W * P * Wᴴ) * W := by simp only [mul_assoc]
      _ = 0 := by rw [h0, mul_zero, zero_mul]
  rintro ⟨hA, hB⟩
  have dA := key A (fun h => hAB (by rw [h, zero_mul, mul_zero])) hA
  have dB := key B (fun h => hAB (by rw [h, zero_mul, mul_zero])) hB
  -- diagonal matrices commute, and undoing V carries this back to A and B
  have hc : (V * A * Vᴴ) * (V * B * Vᴴ) = (V * B * Vᴴ) * (V * A * Vᴴ) := by
    rw [← dA.diagonal_diag, ← dB.diagonal_diag, diagonal_mul_diagonal,
      diagonal_mul_diagonal]
    congr 1
    ext i
    exact mul_comm _ _
  have undo : ∀ P Q : Op, P * Q = Vᴴ * ((V * P * Vᴴ) * (V * Q * Vᴴ)) * V := by
    intro P Q
    calc P * Q = (Vᴴ * V) * P * (Vᴴ * V) * Q * (Vᴴ * V) := by
          rw [hV, one_mul, mul_one, mul_one]
      _ = _ := by simp only [mul_assoc]
  exact hAB (by rw [undo A B, hc, ← undo B A])

end

end BellMeasurementGrouping
```

```lean
#print axioms BellMeasurementGrouping.pairs_commute
#print axioms BellMeasurementGrouping.bellCircuit_columns
#print axioms BellMeasurementGrouping.one_measurement_gives_all
#print axioms BellMeasurementGrouping.no_local_rotation
```

```
'BellMeasurementGrouping.pairs_commute' depends on axioms: [propext, Classical.choice, Quot.sound]
'BellMeasurementGrouping.bellCircuit_columns' depends on axioms: [propext, Classical.choice, Quot.sound]
'BellMeasurementGrouping.one_measurement_gives_all' depends on axioms: [propext, Classical.choice, Quot.sound]
'BellMeasurementGrouping.no_local_rotation' depends on axioms: [propext, Classical.choice, Quot.sound]
```
